# A level shift no larger than the curvature bound can let a two-point model oscillate forever

In a toy model of level-shifted self-consistent iteration, the "density" is a real number restricted to the two values 1 and −1, and the energy is L x²/2. Each update minimises the energy's linear term, with slope Lx at the old density x, plus a penalty of b/2 times the squared distance from x. The theorem says that for any real b ≤ L the energy obeys the curvature bound L, yet the alternating sequence (−1)ⁿ is a valid run of the iteration, and its squared steps have no finite sum. The proof checks the curvature bound by algebra and the updates by splitting on the sign of (−1)ⁿ. For the last claim it sets out to show that every squared step equals 4, since a nonzero constant series is not summable.

The first attempt, which Lean rejects:

```lean
import Mathlib

open Filter Topology

namespace OscillationOfSmallShift

noncomputable section

variable {V : Type*} [NormedAddCommGroup V] [InnerProductSpace ℝ V]

/-- The linear term with slope `g x`, evaluated at the trial density `y`, plus a penalty of `b / 2`
times the squared distance of `y` from the old density `x`. -/
def shiftedModel (g : V → V) (b : ℝ) (x y : V) : ℝ :=
  inner ℝ (g x) y + b / 2 * ‖y - x‖ ^ 2

/-- The density `x'` is a level-shifted update of `x`: it minimizes the penalized linear
model over the admissible set `S`. -/
def IsLevelShiftStep (g : V → V) (b : ℝ) (S : Set V) (x x' : V) : Prop :=
  x' ∈ S ∧ ∀ y ∈ S, shiftedModel g b x x' ≤ shiftedModel g b x y

/-- On `S` the energy lies below its linearization with slope `g` plus a quadratic term of
curvature `L`. -/
def HasCurvatureBound (E : V → ℝ) (g : V → V) (L : ℝ) (S : Set V) : Prop :=
  ∀ x ∈ S, ∀ y ∈ S, E y ≤ E x + inner ℝ (g x) (y - x) + L / 2 * ‖y - x‖ ^ 2

/-- For any shift `b ≤ L`, the energy `L x² / 2` on the two points `1` and `-1` obeys the
curvature bound `L`, yet the iteration can alternate between them forever, and the squared
steps are not summable. -/
theorem oscillation_of_small_shift {b L : ℝ} (hb : b ≤ L) :
    HasCurvatureBound (fun x : ℝ => L / 2 * x ^ 2) (fun x => L * x) L {1, -1} ∧
    (∀ n : ℕ, IsLevelShiftStep (fun x : ℝ => L * x) b {1, -1} ((-1) ^ n) ((-1) ^ (n + 1))) ∧
    ¬ Summable (fun n : ℕ => ‖(-1 : ℝ) ^ (n + 1) - (-1) ^ n‖ ^ 2) := by
  refine ⟨?_, ?_, ?_⟩
  · intro x _ y _
    simp only [RCLike.inner_apply, conj_trivial, Real.norm_eq_abs, sq_abs]
    apply le_of_eq
    ring
  · intro n
    rcases neg_one_pow_eq_or ℝ n with h | h
    all_goals
      rw [pow_succ, h]
      refine ⟨by simp, ?_⟩
      rintro y (rfl | rfl) <;>
        simp only [shiftedModel, RCLike.inner_apply, conj_trivial, Real.norm_eq_abs,
          sq_abs] <;>
        linarith
  · have h4 : (fun n : ℕ => ‖(-1 : ℝ) ^ (n + 1) - (-1) ^ n‖ ^ 2) = fun _ => 4 := by
      funext n
      rw [Real.norm_eq_abs, sq_abs]
      rcases neg_one_pow_eq_or ℝ n with h | h <;> rw [pow_succ, h] <;> norm_num
    rw [h4, summable_const_iff]
    norm_num

end

end OscillationOfSmallShift
```

Lean reports:

```
Main.lean:47:81: error: unsolved goals
case inl
b L : ℝ
hb : b ≤ L
n : ℕ
h : (-1) ^ n = 1
⊢ ((-1) ^ (n + 1) - 1) * ((-1) ^ (n + 1) - 1) = 4

case inr
b L : ℝ
hb : b ≤ L
n : ℕ
h : (-1) ^ n = -1
⊢ ((-1) ^ (n + 1) + 1) * ((-1) ^ (n + 1) + 1) = 4
```

Diagnosis. Lean reports unsolved goals in the proof of `h4`, the claim that every squared step is 4, one for each sign of `(-1) ^ n`. The step `rw [pow_succ, h]` was meant to expand `(-1) ^ (n + 1)` into `(-1) ^ n * -1`. But `pow_succ` without arguments fits any power whose exponent can be read as a successor, and the outer square fits too, since 2 is 1 + 1. The rewrite took that square, which is why the remaining goals show a product of two equal factors. Then `h` replaced the plain `(-1) ^ n`, but `(-1) ^ (n + 1)` was still unexpanded, and `norm_num` could not evaluate it.

The repair writes `pow_succ (-1 : ℝ) n`, which fixes the base and the exponent, so that only `(-1) ^ (n + 1)` can match. After that `h` turns every remaining `(-1) ^ n` into 1 or −1, and `norm_num` has only numerical arithmetic to check.

The repair, with which the file compiles:

```diff
@@ -48,5 +48,5 @@
       funext n
       rw [Real.norm_eq_abs, sq_abs]
-      rcases neg_one_pow_eq_or ℝ n with h | h <;> rw [pow_succ, h] <;> norm_num
+      rcases neg_one_pow_eq_or ℝ n with h | h <;> rw [pow_succ (-1 : ℝ) n, h] <;> norm_num
     rw [h4, summable_const_iff]
     norm_num
```
